# Geometric convergence of the constant-chain continued fraction for \(\operatorname{Im} z>0\)

A fixed point of the continued fraction is defined here by an equation without division. Let \(a\) be a real site energy, \(b\) a real hopping and \(z\) a complex energy. One more level turns a tail \(t\) into \(1/(z-a-b^2t)\), and \(s\) counts as a fixed point when

\[ s\,(z-a-b^2s)=1 . \]

Lean sets \(1/0=0\), so if invariance alone were the definition, \(s=0\) would wrongly qualify at \(z=a\).

The truncations are \(t_0=0\) and \(t_{n+1}=1/(z-a-b^2t_n)\). Physically, for \(n\ge1\) and \(\operatorname{Im}z>0\), \(t_n\) is the end-site Green's function of a non-interacting open chain of \(n\) identical sites with nearest-neighbour hopping, and \(\operatorname{Im}z\) is the broadening. In the file, `addLevel` is the update, `truncated a b z n` is \(t_n\), and `IsFixedPoint` is the equation above.

```lean
import Mathlib

open Filter Topology

namespace ConstantChainFraction

noncomputable section

/-- Adding one level with site energy `a` and hopping `b` to a continued fraction with tail `t`;
when `z - a - b² t = 0`, Lean's value is `0`. -/
def addLevel (a b : ℝ) (z t : ℂ) : ℂ := 1 / (z - a - (b : ℂ) ^ 2 * t)

/-- The truncated continued fraction with `n` identical levels, starting from `0`. -/
def truncated (a b : ℝ) (z : ℂ) : ℕ → ℂ
  | 0 => 0
  | n + 1 => addLevel a b z (truncated a b z n)

/-- The fixed-point equation of the continued fraction, with the denominator multiplied out. -/
def IsFixedPoint (a b : ℝ) (z s : ℂ) : Prop := s * (z - a - (b : ℂ) ^ 2 * s) = 1
```

Throughout, \(w=z-a\), \(s=x+iy\) and \(q=(bs)^2\).

## (a) Fixed points and invariance

Show that the definition is equivalent to

\[ w-b^2s\neq0\quad\text{and}\quad \frac1{w-b^2s}=s . \]

**Solution.** If the product \(s(w-b^2s)\) is 1, neither factor vanishes, and we may divide. Conversely, multiply by the nonzero denominator. Lean does both with `div_eq_iff`.

```lean
/-- A number solves the fixed-point equation exactly when its denominator is nonzero and adding
a level leaves it unchanged. -/
theorem isFixedPoint_iff (a b : ℝ) (z s : ℂ) :
    IsFixedPoint a b z s ↔ z - a - (b : ℂ) ^ 2 * s ≠ 0 ∧ addLevel a b z s = s := by
  unfold IsFixedPoint addLevel
  constructor
  · intro h
    have hd : z - a - (b : ℂ) ^ 2 * s ≠ 0 := by
      intro h0
      rw [h0, mul_zero] at h
      exact zero_ne_one h
    exact ⟨hd, (div_eq_iff hd).mpr h.symm⟩
  · rintro ⟨hd, h⟩
    exact ((div_eq_iff hd).mp h).symm
```

## (b) Real and imaginary parts

Split the fixed-point equation, with \(z=E+i\eta\), into

\[ x(E-a-b^2x)-y(\eta-b^2y)=1,\qquad x(\eta-b^2y)+y(E-a-b^2x)=0 . \]

**Solution.** The second factor is \((E-a-b^2x)+i(\eta-b^2y)\). Multiply it by \(x+iy\) and compare parts; Lean applies `Complex.re` and `Complex.im` to both sides.

```lean
/-- The real and imaginary parts of the fixed-point equation. -/
theorem fixedPoint_re_im {a b : ℝ} {z s : ℂ} (hs : IsFixedPoint a b z s) :
    s.re * (z.re - a - b ^ 2 * s.re) - s.im * (z.im - b ^ 2 * s.im) = 1 ∧
    s.re * (z.im - b ^ 2 * s.im) + s.im * (z.re - a - b ^ 2 * s.re) = 0 := by
  unfold IsFixedPoint at hs
  have h1 := congrArg Complex.re hs
  have h2 := congrArg Complex.im hs
  constructor
  · simpa [pow_two] using h1
  · simpa [pow_two] using h2
```

## (c) The scaled modulus

Express the size of \(bs\) in real coordinates:

\[ |bs|^2=b^2(x^2+y^2). \]

**Solution.** The modulus is multiplicative, \(|b|^2=b^2\) and \(|s|^2=x^2+y^2\).

```lean
/-- The squared modulus of `b s` in terms of the real and imaginary parts of `s`. -/
theorem norm_sq_scaled (b : ℝ) (s : ℂ) :
    ‖(b : ℂ) * s‖ ^ 2 = b ^ 2 * (s.re ^ 2 + s.im ^ 2) := by
  rw [Complex.sq_norm, Complex.normSq_mul, Complex.normSq_ofReal, Complex.normSq_apply]
  ring
```

## (d) The product of two fixed points

For distinct fixed points \(s\neq s'\), show that

\[ b^2ss'=1 . \]

**Solution.** Subtracting the two equations gives \((s-s')(w-b^2(s+s'))=0\), so \(w=b^2(s+s')\). Inserting this into the equation for \(s\) leaves \(s\,b^2s'=1\). The `linear_combination` steps check these two eliminations.

```lean
/-- Two distinct fixed points have product `1 / b²`, written without division. -/
theorem fixedPoint_product {a b : ℝ} {z s s' : ℂ} (hs : IsFixedPoint a b z s)
    (hs' : IsFixedPoint a b z s') (hne : s ≠ s') : (b : ℂ) ^ 2 * s * s' = 1 := by
  unfold IsFixedPoint at hs hs'
  have h : (s - s') * (z - a - (b : ℂ) ^ 2 * (s + s')) = 0 := by
    linear_combination hs - hs'
  have hw := (mul_eq_zero.mp h).resolve_left (sub_ne_zero.mpr hne)
  linear_combination hs - s * hw
```

## (e) One fixed point on each side of the unit circle

For \(b>0\) and \(\eta=\operatorname{Im}z>0\), find fixed points with

\[ |bs|<1<|bs'| . \]

**Solution.** Choose \(r\) with \(r^2=w^2-4b^2\) and set \(s=(w+r)/(2b^2)\). Then \(b^2s(w-b^2s)=(w^2-r^2)/4=b^2\), so \(s\) is a fixed point and is nonzero. Put \(s'=1/(b^2s)\). Since \(w=b^2s+1/s\), we get \(w-b^2s'=b^2s=1/s'\), so \(s'\) is a fixed point too, and \(|bs|\,|bs'|=1\).

It remains to exclude \(|bs|=1\). Taking \(x\) times the imaginary equation in (b) minus \(y\) times the real one gives

\[ (x^2+y^2)\,\eta=y\,\bigl(b^2(x^2+y^2)-1\bigr). \]

Modulus one would make the right side zero, hence \(s=0\), a contradiction. If \(|bs|>1\), exchange the names. Lean takes \(r\) from algebraic closedness and splits the cases with `lt_trichotomy`.

```lean
/-- For `b > 0` and `Im z > 0` there is a fixed point with `|b s| < 1` and another one with `|b s'|
> 1`. -/
theorem exists_fixedPoints (a : ℝ) {b : ℝ} (hb : 0 < b) {z : ℂ} (hz : 0 < z.im) :
    ∃ s s' : ℂ, IsFixedPoint a b z s ∧ IsFixedPoint a b z s' ∧
      ‖(b : ℂ) * s‖ < 1 ∧ 1 < ‖(b : ℂ) * s'‖ := by
  have hb2 : (b : ℂ) ^ 2 ≠ 0 := pow_ne_zero 2 (Complex.ofReal_ne_zero.mpr hb.ne')
  -- one root from the quadratic formula
  obtain ⟨r, hr⟩ := IsAlgClosed.exists_pow_nat_eq ((z - a) ^ 2 - 4 * (b : ℂ) ^ 2) two_pos
  obtain ⟨s, h⟩ : ∃ s : ℂ, (b : ℂ) ^ 2 * s = (z - a + r) / 2 :=
    ⟨(z - a + r) / 2 / (b : ℂ) ^ 2, mul_div_cancel₀ _ hb2⟩
  have hs : s * (z - a - (b : ℂ) ^ 2 * s) = 1 := by
    apply mul_left_cancel₀ hb2
    linear_combination (z - a - (b : ℂ) ^ 2 * s - (z - a + r) / 2) * h - (1 / 4) * hr
  have hs0 : s ≠ 0 := by
    rintro rfl
    simp at hs
  -- its reciprocal partner is the other root
  obtain ⟨s', hv⟩ : ∃ s' : ℂ, (b : ℂ) ^ 2 * s * s' = 1 :=
    ⟨((b : ℂ) ^ 2 * s)⁻¹, mul_inv_cancel₀ (mul_ne_zero hb2 hs0)⟩
  have hs' : s' * (z - a - (b : ℂ) ^ 2 * s') = 1 := by
    linear_combination (b : ℂ) ^ 2 * s' ^ 2 * hs +
      ((b : ℂ) ^ 2 * s * s' + 1 - s' * (z - a)) * hv
  have hprod : ‖(b : ℂ) * s‖ * ‖(b : ℂ) * s'‖ = 1 := by
    rw [← norm_mul, show (b : ℂ) * s * (b * s') = 1 by linear_combination hv, norm_one]
  have h0 := norm_nonneg ((b : ℂ) * s)
  rcases lt_trichotomy ‖(b : ℂ) * s‖ 1 with hlt | heq | hgt
  · refine ⟨s, s', hs, hs', hlt, ?_⟩
    by_contra hc
    nlinarith [mul_le_mul_of_nonneg_left (not_lt.mp hc) h0]
  · -- modulus one would force the energy to be real
    exfalso
    obtain ⟨h1, h2⟩ := fixedPoint_re_im hs
    have hN := norm_sq_scaled b s
    rw [heq] at hN
    have hzero : (s.re ^ 2 + s.im ^ 2) * z.im = 0 := by
      linear_combination s.re * h2 - s.im * h1 - s.im * hN
    have hN0 := (mul_eq_zero.mp hzero).resolve_right hz.ne'
    rw [hN0] at hN
    norm_num at hN
  · refine ⟨s', s, hs', hs, ?_, hgt⟩
    by_contra hc
    nlinarith [mul_le_mul_of_nonneg_left (not_lt.mp hc) h0]
```

## (f) A closed form for the truncations

Given a fixed point with \(|bs|<1\), show for every \(n\ge0\) that

\[ t_n(1-q^{n+1})=s(1-q^n),\qquad w-b^2t_n\neq0 . \]

**Solution.** At \(n=0\) both sides of the first formula vanish. If it holds at \(n\), then \(ws=1+q\) gives

\[ (w-b^2t_n)\,s(1-q^{n+1})=(1+q)(1-q^{n+1})-q(1-q^n)=1-q^{n+2}. \]

The right side is nonzero because \(|q|<1\), so the denominator is nonzero and division gives the formula at \(n+1\). In Lean these are `key`, `hpow` and `hden`, and `hmain` is the induction.

Parts (f) to (h) assume \(|bs|<1\) but not \(\operatorname{Im}z>0\).

```lean
/-- For a fixed point `s` with `|b s| < 1` and `q = (b s)²`, the truncations obey `tₙ (1 - qⁿ⁺¹) = s
(1 - qⁿ)`, and the denominator of the next level is nonzero. -/
theorem truncated_closed_form {a b : ℝ} {z s : ℂ} (hs : IsFixedPoint a b z s)
    (hq : ‖(b : ℂ) * s‖ < 1) (n : ℕ) :
    truncated a b z n * (1 - (((b : ℂ) * s) ^ 2) ^ (n + 1)) =
      s * (1 - (((b : ℂ) * s) ^ 2) ^ n) ∧
    z - a - (b : ℂ) ^ 2 * truncated a b z n ≠ 0 := by
  unfold IsFixedPoint at hs
  have hpow : ∀ m : ℕ, 1 - (((b : ℂ) * s) ^ 2) ^ (m + 1) ≠ 0 := by
    intro m h0
    have h1 := congrArg norm (sub_eq_zero.mp h0)
    rw [norm_one, norm_pow, norm_pow, ← pow_mul] at h1
    have h2 := pow_lt_one₀ (norm_nonneg ((b : ℂ) * s)) hq
      (show 2 * (m + 1) ≠ 0 by omega)
    linarith
  have key : ∀ (m : ℕ) (X : ℂ),
      X * (1 - (((b : ℂ) * s) ^ 2) ^ (m + 1)) = s * (1 - (((b : ℂ) * s) ^ 2) ^ m) →
      (z - a - (b : ℂ) ^ 2 * X) * (s * (1 - (((b : ℂ) * s) ^ 2) ^ (m + 1))) =
        1 - (((b : ℂ) * s) ^ 2) ^ (m + 1 + 1) := by
    intro m X hX
    linear_combination (1 - (((b : ℂ) * s) ^ 2) ^ (m + 1)) * hs - (b : ℂ) ^ 2 * s * hX
  have hden : ∀ (m : ℕ) (X : ℂ),
      X * (1 - (((b : ℂ) * s) ^ 2) ^ (m + 1)) = s * (1 - (((b : ℂ) * s) ^ 2) ^ m) →
      z - a - (b : ℂ) ^ 2 * X ≠ 0 := by
    intro m X hX h0
    apply hpow (m + 1)
    rw [← key m X hX, h0, zero_mul]
  have hmain : truncated a b z n * (1 - (((b : ℂ) * s) ^ 2) ^ (n + 1)) =
      s * (1 - (((b : ℂ) * s) ^ 2) ^ n) := by
    induction n with
    | zero => simp [truncated]
    | succ m ih =>
      change addLevel a b z (truncated a b z m) * _ = _
      rw [← key m _ ih]
      unfold addLevel
      rw [one_div, inv_mul_cancel_left₀ (hden m _ ih)]
  exact ⟨hmain, hden n _ hmain⟩
```

## (g) The ratio of displacements

If \(s'\neq s\) is the other fixed point and \(|bs|<1\), show that \(t_n\neq s'\) and

\[ \frac{t_n-s}{t_n-s'}=q^{n+1}. \]

**Solution.** By (d), \(qs'=s\). The closed form then gives

\[ t_n-s=q^{n+1}t_n-q^ns=q^{n+1}(t_n-s'). \]

If \(t_n=s'\), this would force \(s'=s\). The exponent is easily misremembered as \(n\), but at \(n=0\) the ratio is already \(s/s'=q\). Lean proves the undivided identity `hlin` first.

```lean
/-- If `s` and `s'` are distinct fixed points and `|b s| < 1`, the truncations avoid `s'`, and the
ratio of the displacements from `s` and `s'` is `(b s)²` to the power `n + 1`. -/
theorem displacement_ratio {a b : ℝ} {z s s' : ℂ} (hs : IsFixedPoint a b z s)
    (hs' : IsFixedPoint a b z s') (hne : s ≠ s') (hq : ‖(b : ℂ) * s‖ < 1) (n : ℕ) :
    truncated a b z n ≠ s' ∧
    (truncated a b z n - s) / (truncated a b z n - s') = (((b : ℂ) * s) ^ 2) ^ (n + 1) := by
  have hv := fixedPoint_product hs hs' hne
  have h := (truncated_closed_form hs hq n).1
  have hlin : truncated a b z n - s =
      (((b : ℂ) * s) ^ 2) ^ (n + 1) * (truncated a b z n - s') := by
    linear_combination h + (((b : ℂ) * s) ^ 2) ^ n * s * hv
  have ht : truncated a b z n ≠ s' := by
    intro e
    rw [e, sub_self s', mul_zero] at hlin
    exact hne (sub_eq_zero.mp hlin).symm
  exact ⟨ht, (div_eq_iff (sub_ne_zero.mpr ht)).mpr hlin⟩
```

## (h) Error bounds from both sides

For \(|bs|<1\), show that

\[ \frac{|s||1-q|}{2}|q|^n\le|t_n-s|\le\frac{|s||1-q|}{1-|q|}|q|^n . \]

**Solution.** The closed form gives \((t_n-s)(1-q^{n+1})=-s(1-q)q^n\). Take moduli and use \(1-|q|\le|1-q^{n+1}|\le2\), which are `hlow` and `hupp` combined with `hp`. The lower constant is positive, so the rate \(|q|^n\) is exact.

```lean
/-- For a fixed point `s` with `|b s| < 1`, the truncation error `|tₙ - s|` is bounded below and
above by constants times `|b s|²ⁿ`. -/
theorem error_bounds {a b : ℝ} {z s : ℂ} (hs : IsFixedPoint a b z s)
    (hq : ‖(b : ℂ) * s‖ < 1) (n : ℕ) :
    ‖s‖ * ‖1 - ((b : ℂ) * s) ^ 2‖ / 2 * (‖(b : ℂ) * s‖ ^ 2) ^ n ≤ ‖truncated a b z n - s‖ ∧
    ‖truncated a b z n - s‖ ≤
      ‖s‖ * ‖1 - ((b : ℂ) * s) ^ 2‖ / (1 - ‖(b : ℂ) * s‖ ^ 2) * (‖(b : ℂ) * s‖ ^ 2) ^ n := by
  have h := (truncated_closed_form hs hq n).1
  have hr0 : 0 ≤ ‖(b : ℂ) * s‖ ^ 2 := by positivity
  have hr1 : ‖(b : ℂ) * s‖ ^ 2 < 1 := pow_lt_one₀ (norm_nonneg _) hq two_ne_zero
  have hprod : (truncated a b z n - s) * (1 - (((b : ℂ) * s) ^ 2) ^ (n + 1)) =
      -(s * (1 - ((b : ℂ) * s) ^ 2) * (((b : ℂ) * s) ^ 2) ^ n) := by
    linear_combination h
  have key := congrArg norm hprod
  rw [norm_neg, norm_mul, norm_mul, norm_mul, norm_pow (((b : ℂ) * s) ^ 2) n,
    norm_pow ((b : ℂ) * s) 2] at key
  -- the factor `1 - qⁿ⁺¹` lies between `1 - |q|` and `2` in modulus
  have hp : ‖(((b : ℂ) * s) ^ 2) ^ (n + 1)‖ ≤ ‖(b : ℂ) * s‖ ^ 2 := by
    rw [norm_pow, norm_pow, pow_succ]
    exact mul_le_of_le_one_left hr0 (pow_le_one₀ hr0 hr1.le)
  have hlow := norm_sub_norm_le (1 : ℂ) ((((b : ℂ) * s) ^ 2) ^ (n + 1))
  have hupp := norm_sub_le (1 : ℂ) ((((b : ℂ) * s) ^ 2) ^ (n + 1))
  rw [norm_one] at hlow hupp
  have hE := norm_nonneg (truncated a b z n - s)
  constructor
  · have h2 : ‖1 - (((b : ℂ) * s) ^ 2) ^ (n + 1)‖ ≤ 2 := by linarith
    have h3 := mul_le_mul_of_nonneg_left h2 hE
    linarith
  · have h2 : 1 - ‖(b : ℂ) * s‖ ^ 2 ≤ ‖1 - (((b : ℂ) * s) ^ 2) ^ (n + 1)‖ := by linarith
    have h3 := mul_le_mul_of_nonneg_left h2 hE
    rw [div_mul_eq_mul_div, le_div_iff₀ (sub_pos.mpr hr1)]
    linarith
```

## (i) Convergence in the upper half-plane

For \(b>0\) and \(\operatorname{Im}z>0\), show that there are exactly two fixed points, placed as in (e), that \(t_n\) never equals \(s'\), and that

\[ \frac{|t_n-s|}{|t_n-s'|}=|bs|^{2(n+1)},\qquad |t_n-s|\le C|bs|^{2n},\qquad t_n\to s . \]

**Solution.** Part (e) supplies \(s\) and \(s'\). A fixed point \(t\neq s\) satisfies \(b^2st=1=b^2ss'\), so \(t=s'\). The ratio is the modulus of (g), the bound is (h), and squeezing gives the limit, written `Tendsto` in Lean. The constant \(C\) is independent of \(n\) but may depend on \(a,b,z\). The theorem is stated for \(b>0\), but only \(b^2\) enters the fraction and only \(|b|\) enters \(|bs|\), so the result also holds for a negative hopping.

For example, \(a=0\), \(b=1\), \(z=3i/2\) give \(s=-i/2\), \(s'=2i\) and \(q=-1/4\). Then \(t_1=-2i/3\), and the ratio of distances is \((1/6)/(8/3)=1/16=|q|^2\).

For a non-interacting chain with constant coefficients, the explicit bound in (h) gives a number of levels that suffices for a chosen accuracy at given \(z\), and \(s\) is the terminator that replaces the infinite tail.

```lean
/-- For `b > 0` and `Im z > 0` there are exactly two fixed points, with `|b s| < 1 < |b s'|`;
the ratio of distances to them is `|b s|²` to the power `n + 1`, and the truncated fractions
converge geometrically to `s`. -/
theorem truncated_converges (a : ℝ) {b : ℝ} (hb : 0 < b) {z : ℂ} (hz : 0 < z.im) :
    ∃ s s' : ℂ, (∀ t, IsFixedPoint a b z t ↔ t = s ∨ t = s') ∧
      ‖(b : ℂ) * s‖ < 1 ∧ 1 < ‖(b : ℂ) * s'‖ ∧
      (∀ n, truncated a b z n ≠ s' ∧
        ‖truncated a b z n - s‖ / ‖truncated a b z n - s'‖ = (‖(b : ℂ) * s‖ ^ 2) ^ (n + 1)) ∧
      (∃ C : ℝ, ∀ n, ‖truncated a b z n - s‖ ≤ C * (‖(b : ℂ) * s‖ ^ 2) ^ n) ∧
      Tendsto (truncated a b z) atTop (𝓝 s) := by
  obtain ⟨s, s', hs, hs', hq, hq'⟩ := exists_fixedPoints a hb hz
  have hne : s ≠ s' := by
    rintro rfl
    linarith
  refine ⟨s, s', ?_, hq, hq', ?_, ⟨_, fun n => (error_bounds hs hq n).2⟩, ?_⟩
  · intro t
    constructor
    · intro ht
      by_cases hts : s = t
      · exact Or.inl hts.symm
      · right
        have h1 := fixedPoint_product hs ht hts
        have h2 := fixedPoint_product hs hs' hne
        have h3 : (b : ℂ) ^ 2 * s ≠ 0 := by
          intro h0
          rw [h0, zero_mul] at h1
          exact zero_ne_one h1
        exact mul_left_cancel₀ h3 (h1.trans h2.symm)
    · rintro (rfl | rfl)
      · exact hs
      · exact hs'
  · intro n
    obtain ⟨h1, h2⟩ := displacement_ratio hs hs' hne hq n
    refine ⟨h1, ?_⟩
    rw [← norm_div, h2, norm_pow, norm_pow]
  · rw [tendsto_iff_norm_sub_tendsto_zero]
    have hr1 : ‖(b : ℂ) * s‖ ^ 2 < 1 := pow_lt_one₀ (norm_nonneg _) hq two_ne_zero
    have hlim := (tendsto_pow_atTop_nhds_zero_of_lt_one (sq_nonneg ‖(b : ℂ) * s‖) hr1).const_mul
      (‖s‖ * ‖1 - ((b : ℂ) * s) ^ 2‖ / (1 - ‖(b : ℂ) * s‖ ^ 2))
    rw [mul_zero] at hlim
    exact squeeze_zero (fun n => norm_nonneg _) (fun n => (error_bounds hs hq n).2) hlim
```

## (j) Real energies inside the band

For real \(z=E\) with \((E-a)^2<4b^2\), show that every fixed point satisfies

\[ |bs|=1 . \]

**Solution.** With \(\eta=0\), the imaginary equation in (b) is \(y(E-a-2b^2x)=0\). If \(y=0\), the real equation gives \((2b^2x-(E-a))^2=(E-a)^2-4b^2<0\), which is impossible. Hence \(E-a=2b^2x\), and the real equation becomes \(b^2(x^2+y^2)=1\). Lean splits the same two cases with `mul_eq_zero`.

The hypothesis \(|bs|<1\) of (f) to (h) therefore fails throughout the open band.

```lean
/-- At a real energy with `(E - a)² < 4 b²`, every fixed point has `|b s| = 1`. -/
theorem norm_eq_one_in_band {a b E : ℝ} {s : ℂ} (hE : (E - a) ^ 2 < 4 * b ^ 2)
    (hs : IsFixedPoint a b (E : ℂ) s) : ‖(b : ℂ) * s‖ = 1 := by
  obtain ⟨h1, h2⟩ := fixedPoint_re_im hs
  rw [Complex.ofReal_re, Complex.ofReal_im] at h1 h2
  have h3 : s.im * (E - a - 2 * b ^ 2 * s.re) = 0 := by linear_combination h2
  have hN : ‖(b : ℂ) * s‖ ^ 2 = 1 := by
    rw [norm_sq_scaled]
    rcases mul_eq_zero.mp h3 with hy | hx
    · -- a real fixed point would need a nonnegative discriminant
      exfalso
      rw [hy] at h1
      have h4 : (2 * b ^ 2 * s.re - (E - a)) ^ 2 = (E - a) ^ 2 - 4 * b ^ 2 := by
        linear_combination (-4 * b ^ 2) * h1
      linarith [sq_nonneg (2 * b ^ 2 * s.re - (E - a))]
    · linear_combination h1 - s.re * hx
  nlinarith [norm_nonneg ((b : ℂ) * s)]

end

end ConstantChainFraction
```

```lean
#print axioms ConstantChainFraction.isFixedPoint_iff
#print axioms ConstantChainFraction.truncated_converges
#print axioms ConstantChainFraction.norm_eq_one_in_band
```

```
'ConstantChainFraction.isFixedPoint_iff' depends on axioms: [propext, Classical.choice, Quot.sound]
'ConstantChainFraction.truncated_converges' depends on axioms: [propext, Classical.choice, Quot.sound]
'ConstantChainFraction.norm_eq_one_in_band' depends on axioms: [propext, Classical.choice, Quot.sound]
```
